# For positive angular frequency \(w\) and time step \(t\), every orbit of the classical harmonic split step is bounded exactly when \(wt<2\)

A particle of unit mass sits in a harmonic well of angular frequency \(w>0\), and I propagate it with time step \(t>0\): half a kick from the force, a full free drift, half a kick again. With a small step it oscillates as it should. With a large one it flies off, although the true motion is bounded. I believe that the threshold is \(wt=2\), and that the threshold itself is already unstable. Can this be made rigorous, for all step numbers, and checked by machine in Lean?

## A conserved quadratic form that loses positivity at \(wt=2\)

Yes, including the marginal case. Start from position \(x\) and momentum \(p\). The first half kick gives \(p_*=p-\tfrac t2w^2x\), the drift gives \(x'=x+tp_*\), and the second half kick gives \(p'=p_*-\tfrac t2w^2x'\). With

\[
a=1-\frac{w^2t^2}{2},\qquad b=w^2\Bigl(1-\frac{w^2t^2}{4}\Bigr),
\]

substitution yields

\[
x'=ax+tp,\qquad p'=-tb\,x+ap .
\]

Now take the modified energy \(E=p^2+bx^2\). In \(p'^2+bx'^2\) the cross terms \(\mp2tab\,xp\) cancel, leaving \((a^2+t^2b)(p^2+bx^2)\). Since

\[
a^2+t^2b=1-w^2t^2+\frac{w^4t^4}{4}+w^2t^2-\frac{w^4t^4}{4}=1,
\]

\(E\) is conserved. Write \((x_n,p_n)\) for the point after \(n\) steps. There are three cases.

- If \(wt<2\), then \(b>0\), so \(p_n^2\le E\) and \(x_n^2\le E/b\) for every \(n\).
- If \(wt=2\), then \(a=-1\) and \(b=0\), so \(x'=-x+tp\) and \(p'=-p\). From \((0,1)\) this gives \(x_n=(-1)^{n+1}nt\) and \(p_n=(-1)^n\): linear growth.
- If \(wt>2\), then \(b<0\), and we choose \(k\ge0\) with \(k^2=-b\). The point \((1,-k)\) goes to \((a-tk,\;tk^2-ak)=\mu\,(1,-k)\), where \(\mu=a-tk\). Because \(a<-1\), we have \(|\mu|>1\), and \(x_n=\mu^n\) grows geometrically.

## What the Lean theorem says

A phase-space point is a pair `z : ℝ × ℝ`, with position `z.1` and momentum `z.2`. The substeps are `kick` and `drift`, `splitStep` composes them, and `(splitStep w t)^[n] z` is the point after \(n\) steps. The main theorem, `all_orbits_bounded_iff`, assumes `0 < w` and `0 < t`. It says that each starting point has a constant \(C\), independent of \(n\), bounding both \(|x_n|\) and \(|p_n|\), if and only if `w * t < 2`. At or beyond the limit, therefore, at least one orbit is unbounded; some, such as the one resting at the origin, are not.

The conservation law `modifiedEnergy_iterate` needs no sign or size condition on \(w\) and \(t\). As \(t\to0\), `modifiedEnergy` tends to twice the usual energy.

The model is one classical harmonic degree of freedom in exact real arithmetic, without rounding. Boundedness also says nothing about accuracy. In molecular dynamics this map is velocity Verlet for a single harmonic mode, so for uncoupled modes the one with the highest frequency sets the stability limit on the time step.

```lean
import Mathlib

namespace HarmonicSplitStep

noncomputable section

/-- The kick of duration `s`: the harmonic force `-w² x` changes the momentum at fixed position. -/
def kick (w s : ℝ) (z : ℝ × ℝ) : ℝ × ℝ := (z.1, z.2 - s * w ^ 2 * z.1)

/-- The drift of duration `t`: free motion of a particle of unit mass. -/
def drift (t : ℝ) (z : ℝ × ℝ) : ℝ × ℝ := (z.1 + t * z.2, z.2)

/-- One split step of length `t`: half a kick, a full drift, half a kick. -/
def splitStep (w t : ℝ) (z : ℝ × ℝ) : ℝ × ℝ :=
  kick w (t / 2) (drift t (kick w (t / 2) z))

/-- The modified energy `p² + w² (1 - w² t² / 4) x²` of a phase-space point `(x, p)`. -/
def modifiedEnergy (w t : ℝ) (z : ℝ × ℝ) : ℝ :=
  z.2 ^ 2 + w ^ 2 * (1 - w ^ 2 * t ^ 2 / 4) * z.1 ^ 2

/-- The split step written out as a linear map of position and momentum. -/
theorem splitStep_eq (w t x p : ℝ) :
    splitStep w t (x, p) =
      ((1 - w ^ 2 * t ^ 2 / 2) * x + t * p,
        -w ^ 2 * t * (1 - w ^ 2 * t ^ 2 / 4) * x + (1 - w ^ 2 * t ^ 2 / 2) * p) := by
  ext <;> simp only [splitStep, kick, drift] <;> ring

/-- One split step conserves the modified energy. -/
theorem modifiedEnergy_splitStep (w t : ℝ) (z : ℝ × ℝ) :
    modifiedEnergy w t (splitStep w t z) = modifiedEnergy w t z := by
  simp only [modifiedEnergy, splitStep, kick, drift]
  ring

/-- The modified energy keeps its initial value after any number of split steps. -/
theorem modifiedEnergy_iterate (w t : ℝ) (z : ℝ × ℝ) (n : ℕ) :
    modifiedEnergy w t ((splitStep w t)^[n] z) = modifiedEnergy w t z := by
  induction n with
  | zero => rfl
  | succ n ih => rw [Function.iterate_succ_apply', modifiedEnergy_splitStep, ih]

/-- For positive `w` and `t` with `w t < 2`, at every step the squared momentum is at most the
initial modified energy, and the squared position is at most that energy divided by `w² (1 - w² t² /
4)`. -/
theorem orbit_bounds {w t : ℝ} (hw : 0 < w) (ht : 0 < t) (h : w * t < 2)
    (z : ℝ × ℝ) (n : ℕ) :
    ((splitStep w t)^[n] z).2 ^ 2 ≤ modifiedEnergy w t z ∧
      ((splitStep w t)^[n] z).1 ^ 2 ≤
        modifiedEnergy w t z / (w ^ 2 * (1 - w ^ 2 * t ^ 2 / 4)) := by
  have hwt : 0 < w * t := mul_pos hw ht
  -- the stiffness in the modified energy is positive
  have hfac : 0 < (2 - w * t) * (2 + w * t) := mul_pos (by linarith) (by linarith)
  have hk : 0 < 1 - w ^ 2 * t ^ 2 / 4 := by nlinarith
  have hpos : 0 < w ^ 2 * (1 - w ^ 2 * t ^ 2 / 4) := mul_pos (pow_pos hw 2) hk
  have hE : ((splitStep w t)^[n] z).2 ^ 2 +
      w ^ 2 * (1 - w ^ 2 * t ^ 2 / 4) * ((splitStep w t)^[n] z).1 ^ 2 =
      modifiedEnergy w t z := modifiedEnergy_iterate w t z n
  constructor
  · have hx := mul_nonneg hpos.le (sq_nonneg ((splitStep w t)^[n] z).1)
    linarith
  · rw [le_div_iff₀ hpos]
    have hp := sq_nonneg ((splitStep w t)^[n] z).2
    linarith

/-- At `w t = 2` the orbit that starts at the origin with unit momentum has a position
growing linearly with the number of steps, with alternating sign. -/
theorem critical_orbit {w t : ℝ} (h : w * t = 2) (n : ℕ) :
    (splitStep w t)^[n] (0, 1) = ((-1) ^ (n + 1) * (n : ℝ) * t, (-1) ^ n) := by
  have h2 : w ^ 2 * t ^ 2 = 4 := by
    rw [← mul_pow, h]
    norm_num
  induction n with
  | zero => simp
  | succ n ih =>
    rw [Function.iterate_succ_apply', ih, splitStep_eq, h2]
    ext
    · push_cast
      ring
    · ring

/-- If `k² = w² (w² t² / 4 - 1)`, each split step multiplies the phase-space point `(1, -k)`
by the factor `1 - w² t² / 2 - t k`. -/
theorem geometric_orbit {w t k : ℝ} (hk : k ^ 2 = w ^ 2 * (w ^ 2 * t ^ 2 / 4 - 1)) (n : ℕ) :
    (splitStep w t)^[n] (1, -k) =
      ((1 - w ^ 2 * t ^ 2 / 2 - t * k) ^ n,
        -k * (1 - w ^ 2 * t ^ 2 / 2 - t * k) ^ n) := by
  induction n with
  | zero => simp
  | succ n ih =>
    rw [Function.iterate_succ_apply', ih, splitStep_eq,
      pow_succ (1 - w ^ 2 * t ^ 2 / 2 - t * k) n]
    generalize (1 - w ^ 2 * t ^ 2 / 2 - t * k) ^ n = m
    ext
    · ring
    · linear_combination (-(t * m)) * hk

/-- Stability limit of the harmonic split step: for positive frequency and time step, every
orbit stays bounded for all step numbers if and only if `w t < 2`. -/
theorem all_orbits_bounded_iff {w t : ℝ} (hw : 0 < w) (ht : 0 < t) :
    (∀ z : ℝ × ℝ, ∃ C : ℝ, ∀ n : ℕ,
      |((splitStep w t)^[n] z).1| ≤ C ∧ |((splitStep w t)^[n] z).2| ≤ C) ↔ w * t < 2 := by
  constructor
  · intro hb
    by_contra hnot
    rcases eq_or_lt_of_le (not_lt.mp hnot) with h | h
    · -- marginal step: linear growth
      obtain ⟨C, hC⟩ := hb (0, 1)
      obtain ⟨n, hn⟩ := exists_nat_gt (C / t)
      have h1 := (hC n).1
      rw [critical_orbit h.symm n] at h1
      dsimp only at h1
      rw [abs_mul, abs_mul, abs_pow, abs_neg, abs_one, one_pow, one_mul,
        Nat.abs_cast, abs_of_pos ht] at h1
      rw [div_lt_iff₀ ht] at hn
      linarith
    · -- step beyond the limit: geometric growth
      have h4 : 4 < w ^ 2 * t ^ 2 := by nlinarith
      obtain ⟨k, hk0, hk⟩ : ∃ k : ℝ, 0 ≤ k ∧ k ^ 2 = w ^ 2 * (w ^ 2 * t ^ 2 / 4 - 1) := by
        refine ⟨w * Real.sqrt (w ^ 2 * t ^ 2 / 4 - 1),
          mul_nonneg hw.le (Real.sqrt_nonneg _), ?_⟩
        rw [mul_pow, Real.sq_sqrt (by linarith)]
      have htk : 0 ≤ t * k := mul_nonneg ht.le hk0
      have hgrow : 1 < |1 - w ^ 2 * t ^ 2 / 2 - t * k| :=
        lt_abs.mpr (Or.inr (by linarith))
      obtain ⟨C, hC⟩ := hb (1, -k)
      obtain ⟨n, hn⟩ := pow_unbounded_of_one_lt C hgrow
      have h1 := (hC n).1
      rw [geometric_orbit hk n] at h1
      dsimp only at h1
      rw [abs_pow] at h1
      linarith
  · intro h z
    -- the conserved energy bounds both coordinates
    refine ⟨Real.sqrt (modifiedEnergy w t z) +
      Real.sqrt (modifiedEnergy w t z / (w ^ 2 * (1 - w ^ 2 * t ^ 2 / 4))), fun n => ?_⟩
    obtain ⟨hp, hx⟩ := orbit_bounds hw ht h z n
    have hp' := Real.abs_le_sqrt hp
    have hx' := Real.abs_le_sqrt hx
    have h1 := Real.sqrt_nonneg (modifiedEnergy w t z)
    have h2 := Real.sqrt_nonneg
      (modifiedEnergy w t z / (w ^ 2 * (1 - w ^ 2 * t ^ 2 / 4)))
    constructor <;> linarith

end

end HarmonicSplitStep
```

```lean
#print axioms HarmonicSplitStep.all_orbits_bounded_iff
```

```
'HarmonicSplitStep.all_orbits_bounded_iff' depends on axioms: [propext, Classical.choice, Quot.sound]
```

## How the proof follows the calculation

`splitStep_eq` unfolds the three substeps and lets `ring` confirm the linear map. `modifiedEnergy_splitStep` does the same for the conservation law, and `modifiedEnergy_iterate` extends it to \(n\) steps by induction.

`orbit_bounds` obtains \(b>0\) from the positive product \((2-wt)(2+wt)\). It then drops one nonnegative square from the conserved sum at a time, which gives the two bounds.

`critical_orbit` and `geometric_orbit` prove the explicit growing orbits by induction. In the second, the momentum component needs \(k^2=-b\), which enters through `linear_combination`.

In the main theorem, the direction from boundedness to `w * t < 2` goes by contradiction and splits \(wt\ge2\) into equality and strict inequality. For equality, `exists_nat_gt` supplies an \(n\) with \(nt>C\). For strict inequality, the proof builds \(k\) from a square root, and `pow_unbounded_of_one_lt` supplies an \(n\) with \(|\mu|^n>C\). In the other direction, \(C=\sqrt E+\sqrt{E/b}\) bounds both coordinates.
